# Column and sign-reversal symmetries of the Wigner 3j symbol defined by Racah's formula

## Exchanging two coupled spins

Two spins 1/2 can be coupled to a singlet or to a triplet. Exchanging the spins changes the sign of the singlet and leaves the triplet states unchanged. For general angular momenta $j_1, j_2$ coupled with a third, $j_3$, to zero total angular momentum, the question is what happens to the coupling coefficient when the three are relabelled, or when all projections $m_i$ are reversed.

The coefficient is the Wigner 3j symbol. Its symmetries relate many entries of a table of coupling coefficients. The reversal also gives a selection rule for the angular integrals of atomic electronic structure: the integral of a product of three spherical harmonics vanishes when the sum of their $l$ values is odd.

## Racah's formula as the definition

Let $J=j_1+j_2+j_3$ and $n=j_1+j_2-j_3$. The symbol is zero unless the selection rules hold: $m_1+m_2+m_3=0$, the triangle inequalities, $|m_i|\le j_i$, and $J$ and all $j_i+m_i$ are integers. When they hold,

$$\begin{pmatrix} j_1&j_2&j_3\\ m_1&m_2&m_3\end{pmatrix}=N\sum_{t=0}^{n}\frac{(-1)^{j_1-j_2-m_3+t}}{A!\,B!\,C!\,D!\,E!\,G!},$$

where the six factorial arguments are

- $A=t$ and $B=n-t$,
- $C=j_1-m_1-t$ and $D=j_2+m_2-t$,
- $E=j_3-j_2+m_1+t$ and $G=j_3-j_1-m_2+t$.

The reciprocal factorial of a negative integer is zero. The prefactor is

$$N=\sqrt{\frac{(j_1+j_2-j_3)!\,(j_2+j_3-j_1)!\,(j_3+j_1-j_2)!}{(J+1)!}\prod_{i=1}^3 (j_i+m_i)!\,(j_i-m_i)!}\,.$$

## The symmetries and their Lean form

Cyclic permutations of the columns leave the symbol unchanged. Swapping two columns, or reversing all $m_i$, multiplies it by $(-1)^J$.

In Lean, half-integers are avoided by doubling: the integers `a b c` are $2j_1,2j_2,2j_3$, and `α β γ` are $2m_1,2m_2,2m_3$. The selection rules are `Admissible`, the prefactor $N$ is `racahNorm`, a summand with its phase is `racahTerm`, and the symbol is `threeJ`. The theorem `threeJ_symmetries` states six equations: two cyclic permutations, three swaps and the reversal. It needs no hypotheses, because both sides vanish for arguments that break the selection rules. This includes odd `a + b + c`, where the integer division in the exponent `(a + b + c) / 2` rounds.

Racah's formula is taken here as the definition. Its derivation from angular momentum operators, and the link to Clebsch–Gordan coefficients, are a separate matter.

## Derivation by relabelling the sum

The selection rules are themselves unchanged by all these operations, so only admissible arguments need work. For them $N$ is unchanged too: a permutation of columns permutes its factors, and a reversal exchanges $(j_i+m_i)!$ with $(j_i-m_i)!$.

The sum may run over all integers $t$, since $1/A!=0$ for $t<0$ and $1/B!=0$ for $t>n$. The summation index can then be shifted or reflected without tracking limits.

**Cyclic permutation.** Write the sum for columns $(2,3,1)$ with index $s$, and put $s=t+j_3-j_1-m_2$. Using $m_1+m_2+m_3=0$, its six arguments become

$$\begin{aligned}
s&=G, & j_2+j_3-j_1-s&=D,\\
j_2-m_2-s&=B, & j_3+m_3-s&=C,\\
j_1-j_3+m_2+s&=A, & j_1-j_2-m_3+s&=E.
\end{aligned}$$

The phase exponent $j_2-j_3-m_1+s$ becomes $j_2-j_1+m_3+t$. It differs from the original exponent by $2(j_1-j_2-m_3)$, which is even because $j_1-j_2-m_3=(j_1+m_1)-(j_2-m_2)$ is an integer. The sums are equal.

**Reversal.** In the sum for $-m_1,-m_2,-m_3$, put $s=n-t$. Then

$$\begin{aligned}
s&=B, & n-s&=A,\\
j_1+m_1-s&=E, & j_2-m_2-s&=G,\\
j_3-j_2-m_1+s&=C, & j_3-j_1+m_2+s&=D.
\end{aligned}$$

The exponent is $j_1-j_2+m_3+n-t=2j_1-j_3+m_3-t$. Adding $J$ to the original exponent gives $2j_1+j_3-m_3+t$, which differs from it by the even number $2(j_3-m_3+t)$. The reversed sum is therefore $(-1)^J$ times the original.

**Swaps.** Swap columns 1 and 2 and also reverse all projections. At the same $t$, this exchanges $C$ with $D$ and $E$ with $G$, and changes the phase exponent by the even number $2(j_1-j_2-m_3)$, so the symbol is unchanged. Undoing the reversal gives the factor $(-1)^J$ for the swap alone. The other two swaps are cyclic permutations of this one.

## The Lean file

```lean
import Mathlib

open Finset

namespace WignerThreeJ

noncomputable section

/-- The factorial of an integer `n ≥ 0`, as a real number. -/
def fac (n : ℤ) : ℝ := (n.toNat.factorial : ℝ)

/-- The reciprocal factorial `1/n!`, equal to zero for negative `n`. -/
def invFact (n : ℤ) : ℝ := if 0 ≤ n then (fac n)⁻¹ else 0

/-- The selection rules for doubled angular momenta `a, b, c = 2j` and doubled projections
`α, β, γ = 2m`: zero total projection, triangle rule, ranges and parities. -/
def Admissible (a b c α β γ : ℤ) : Prop :=
  α + β + γ = 0 ∧ (c ≤ a + b ∧ a ≤ b + c ∧ b ≤ c + a) ∧
  (-a ≤ α ∧ α ≤ a) ∧ (-b ≤ β ∧ β ≤ b) ∧ (-c ≤ γ ∧ γ ≤ c) ∧
  2 ∣ a + b + c ∧ 2 ∣ a + α ∧ 2 ∣ b + β ∧ 2 ∣ c + γ

/-- The square-root prefactor of Racah's formula, for admissible doubled arguments: the triangle
coefficient times the factorials of all `j + m` and `j - m`. -/
def racahNorm (a b c α β γ : ℤ) : ℝ :=
  √(fac ((a + b - c) / 2) * fac ((b + c - a) / 2) * fac ((c + a - b) / 2)
      / fac ((a + b + c) / 2 + 1)
    * (fac ((a + α) / 2) * fac ((a - α) / 2) * fac ((b + β) / 2) * fac ((b - β) / 2)
      * fac ((c + γ) / 2) * fac ((c - γ) / 2)))

/-- The term with index `t` in Racah's sum, for admissible doubled arguments, with its phase
`(-1)^(j1-j2-m3+t)`. -/
def racahTerm (a b c α β γ t : ℤ) : ℝ :=
  (-1 : ℝ) ^ ((a - b - γ) / 2 + t) *
    (invFact t * invFact ((a + b - c) / 2 - t) * invFact ((a - α) / 2 - t)
      * invFact ((b + β) / 2 - t) * invFact ((c - b + α) / 2 + t)
      * invFact ((c - a - β) / 2 + t))

/-- Racah's alternating sum over `t = 0, ..., j1 + j2 - j3`, for admissible doubled arguments. -/
def racahSum (a b c α β γ : ℤ) : ℝ :=
  ∑ t ∈ Icc 0 ((a + b - c) / 2), racahTerm a b c α β γ t

open Classical in
/-- The Wigner 3j symbol by Racah's formula, with doubled arguments `a, b, c = 2j` in the upper
row and `α, β, γ = 2m` in the lower row; it is zero when the selection rules fail. -/
def threeJ (a b c α β γ : ℤ) : ℝ :=
  if Admissible a b c α β γ then racahNorm a b c α β γ * racahSum a b c α β γ else 0

/-- Two phases `(-1)^x` and `(-1)^y` agree when `x - y` is even. -/
lemma sign_congr {x y : ℤ} (h : 2 ∣ x - y) : (-1 : ℝ) ^ x = (-1 : ℝ) ^ y := by
  obtain ⟨k, hk⟩ := h
  have he : Even (k + k) := ⟨k, rfl⟩
  rw [show x = y + (k + k) by omega, zpow_add₀ (by norm_num), he.neg_one_zpow, mul_one]

/-- Racah's sum may be extended over all integers, since the added terms vanish. -/
lemma racahSum_eq_tsum (a b c α β γ : ℤ) :
    racahSum a b c α β γ = ∑' t : ℤ, racahTerm a b c α β γ t := by
  have hneg : ∀ k : ℤ, k < 0 → invFact k = 0 := fun k hk => if_neg (not_le.mpr hk)
  symm
  apply tsum_eq_sum
  intro t ht
  rw [Finset.mem_Icc] at ht
  by_cases h0 : t < 0
  · simp [racahTerm, hneg t h0]
  · simp [racahTerm, hneg ((a + b - c) / 2 - t) (by omega)]

/-- The 3j symbol is invariant under a cyclic permutation of its columns. -/
theorem threeJ_cyclic (a b c α β γ : ℤ) :
    threeJ b c a β γ α = threeJ a b c α β γ := by
  have e : Admissible b c a β γ α ↔ Admissible a b c α β γ := by
    unfold Admissible
    constructor <;> intro h <;> omega
  by_cases h : Admissible a b c α β γ
  · rw [threeJ, threeJ, if_pos h, if_pos (e.2 h)]
    unfold Admissible at h
    congr 1
    · unfold racahNorm
      rw [show b + c + a = a + b + c by ring]
      congr 1
      ring
    -- shift the summation index by j3 - j1 - m2
    rw [racahSum_eq_tsum b c, racahSum_eq_tsum a b,
      ← Equiv.tsum_eq (Equiv.addRight ((c - a - β) / 2)) (racahTerm b c a β γ α)]
    refine tsum_congr fun t => ?_
    have hs : (-1 : ℝ) ^ ((b - c - α) / 2 + (t + (c - a - β) / 2))
        = (-1 : ℝ) ^ ((a - b - γ) / 2 + t) := sign_congr (by omega)
    simp only [racahTerm, Equiv.coe_addRight]
    rw [hs, show (b + c - a) / 2 - (t + (c - a - β) / 2) = (b + β) / 2 - t by omega,
      show (b - β) / 2 - (t + (c - a - β) / 2) = (a + b - c) / 2 - t by omega,
      show (c + γ) / 2 - (t + (c - a - β) / 2) = (a - α) / 2 - t by omega,
      show (a - c + β) / 2 + (t + (c - a - β) / 2) = t by omega,
      show (a - b - γ) / 2 + (t + (c - a - β) / 2) = (c - b + α) / 2 + t by omega,
      show t + (c - a - β) / 2 = (c - a - β) / 2 + t by ring]
    ring
  · rw [threeJ, threeJ, if_neg h, if_neg (mt e.1 h)]

/-- Reversing all projections multiplies the 3j symbol by `(-1)^(j1+j2+j3)`. -/
theorem threeJ_reverse (a b c α β γ : ℤ) :
    threeJ a b c (-α) (-β) (-γ) = (-1 : ℝ) ^ ((a + b + c) / 2) * threeJ a b c α β γ := by
  have e : Admissible a b c (-α) (-β) (-γ) ↔ Admissible a b c α β γ := by
    unfold Admissible
    constructor <;> intro h <;> omega
  by_cases h : Admissible a b c α β γ
  · rw [threeJ, threeJ, if_pos h, if_pos (e.2 h), mul_left_comm]
    unfold Admissible at h
    congr 1
    · unfold racahNorm
      simp only [sub_neg_eq_add, ← sub_eq_add_neg]
      congr 1
      ring
    -- reflect the summation index, t → j1 + j2 - j3 - t
    rw [racahSum_eq_tsum a b c (-α), racahSum_eq_tsum a b c α,
      ← Equiv.tsum_eq (Equiv.subLeft ((a + b - c) / 2)) (racahTerm a b c (-α) (-β) (-γ)),
      ← tsum_mul_left]
    refine tsum_congr fun t => ?_
    have hs : (-1 : ℝ) ^ ((a - b - -γ) / 2 + ((a + b - c) / 2 - t))
        = (-1 : ℝ) ^ ((a + b + c) / 2) * (-1 : ℝ) ^ ((a - b - γ) / 2 + t) := by
      rw [← zpow_add₀ (show (-1 : ℝ) ≠ 0 by norm_num)]
      exact sign_congr (by omega)
    simp only [racahTerm, Equiv.subLeft_apply]
    rw [hs, show (a + b - c) / 2 - ((a + b - c) / 2 - t) = t by ring,
      show (a - -α) / 2 - ((a + b - c) / 2 - t) = (c - b + α) / 2 + t by omega,
      show (b + -β) / 2 - ((a + b - c) / 2 - t) = (c - a - β) / 2 + t by omega,
      show (c - b + -α) / 2 + ((a + b - c) / 2 - t) = (a - α) / 2 - t by omega,
      show (c - a - -β) / 2 + ((a + b - c) / 2 - t) = (b + β) / 2 - t by omega]
    ring
  · rw [threeJ, threeJ, if_neg h, if_neg (mt e.1 h), mul_zero]

/-- Swapping the first two columns and reversing all projections together leaves the 3j symbol
unchanged. -/
theorem threeJ_swap_reverse (a b c α β γ : ℤ) :
    threeJ b a c (-β) (-α) (-γ) = threeJ a b c α β γ := by
  have e : Admissible b a c (-β) (-α) (-γ) ↔ Admissible a b c α β γ := by
    unfold Admissible
    constructor <;> intro h <;> omega
  by_cases h : Admissible a b c α β γ
  · rw [threeJ, threeJ, if_pos h, if_pos (e.2 h)]
    unfold Admissible at h
    congr 1
    · unfold racahNorm
      rw [show b + a - c = a + b - c by ring, show a + c - b = c + a - b by ring,
        show c + b - a = b + c - a by ring, show b + a + c = a + b + c by ring]
      simp only [sub_neg_eq_add, ← sub_eq_add_neg]
      congr 1
      ring
    -- the two sums agree term by term
    rw [racahSum_eq_tsum b a, racahSum_eq_tsum a b]
    refine tsum_congr fun t => ?_
    have hs : (-1 : ℝ) ^ ((b - a - -γ) / 2 + t) = (-1 : ℝ) ^ ((a - b - γ) / 2 + t) :=
      sign_congr (by omega)
    unfold racahTerm
    rw [hs, show b + a - c = a + b - c by ring]
    simp only [sub_neg_eq_add, ← sub_eq_add_neg]
    ring
  · rw [threeJ, threeJ, if_neg h, if_neg (mt e.1 h)]

/-- The 3j symbol is invariant under both cyclic column permutations, and each swap of two
columns, as well as the reversal of all projections, multiplies it by `(-1)^(j1+j2+j3)`. -/
theorem threeJ_symmetries (a b c α β γ : ℤ) :
    threeJ b c a β γ α = threeJ a b c α β γ ∧
    threeJ c a b γ α β = threeJ a b c α β γ ∧
    threeJ b a c β α γ = (-1 : ℝ) ^ ((a + b + c) / 2) * threeJ a b c α β γ ∧
    threeJ c b a γ β α = (-1 : ℝ) ^ ((a + b + c) / 2) * threeJ a b c α β γ ∧
    threeJ a c b α γ β = (-1 : ℝ) ^ ((a + b + c) / 2) * threeJ a b c α β γ ∧
    threeJ a b c (-α) (-β) (-γ) = (-1 : ℝ) ^ ((a + b + c) / 2) * threeJ a b c α β γ := by
  have h12 : threeJ b a c β α γ = (-1 : ℝ) ^ ((a + b + c) / 2) * threeJ a b c α β γ := by
    have h := threeJ_swap_reverse a b c (-α) (-β) (-γ)
    simp only [neg_neg] at h
    rw [h, threeJ_reverse]
  -- the other two swaps are cyclic permutations of the first
  exact ⟨threeJ_cyclic a b c α β γ, (threeJ_cyclic c a b γ α β).symm, h12,
    (threeJ_cyclic c b a γ β α).symm.trans h12,
    (threeJ_cyclic b a c β α γ).trans h12, threeJ_reverse a b c α β γ⟩

/-- For integer angular momenta with odd sum, the 3j symbol with all projections zero vanishes. -/
theorem threeJ_zero_of_odd (l₁ l₂ l₃ : ℤ) (h : Odd (l₁ + l₂ + l₃)) :
    threeJ (2 * l₁) (2 * l₂) (2 * l₃) 0 0 0 = 0 := by
  have hr := threeJ_reverse (2 * l₁) (2 * l₂) (2 * l₃) 0 0 0
  rw [neg_zero, show (2 * l₁ + 2 * l₂ + 2 * l₃) / 2 = l₁ + l₂ + l₃ by omega,
    h.neg_one_zpow] at hr
  linarith

/-- The 3j symbol with `j = 1/2, 1/2, 0` and `m = 1/2, -1/2, 0` equals `√(1/2)`. -/
theorem threeJ_half_half_zero : threeJ 1 1 0 1 (-1) 0 = √(1 / 2) := by
  have h : Admissible 1 1 0 1 (-1) 0 := by
    unfold Admissible
    omega
  have hS : racahSum 1 1 0 1 (-1) 0 = 1 := by
    rw [racahSum, show Icc (0 : ℤ) ((1 + 1 - 0) / 2) = {0, 1} by decide]
    norm_num [racahTerm, invFact, fac]
  have hN : racahNorm 1 1 0 1 (-1) 0 = √(1 / 2) := by
    norm_num [racahNorm, fac, Nat.factorial]
    change ((2 : ℕ) : ℝ) = 2
    norm_num
  rw [threeJ, if_pos h, hN, hS, mul_one]

end

end WignerThreeJ
```

```lean
#print axioms WignerThreeJ.threeJ_symmetries
-- 'WignerThreeJ.threeJ_symmetries' depends on axioms: [propext, Classical.choice, Quot.sound]
#print axioms WignerThreeJ.threeJ_zero_of_odd
-- 'WignerThreeJ.threeJ_zero_of_odd' depends on axioms: [propext, Classical.choice, Quot.sound]
#print axioms WignerThreeJ.threeJ_half_half_zero
-- 'WignerThreeJ.threeJ_half_half_zero' depends on axioms: [propext, Classical.choice, Quot.sound]
```

## How Lean checks the relabelling

`sign_congr` says that phases agree when their exponents differ by an even integer. `racahSum_eq_tsum` extends the finite sum to all integers; `tsum_eq_sum` applies because every added term is zero.

`threeJ_cyclic`, `threeJ_reverse` and `threeJ_swap_reverse` share a pattern. First `omega` proves that the selection rules are equivalent on both sides, and `by_cases` disposes of inadmissible arguments. Then `congr 1` separates the prefactor from the sum. The shift is `Equiv.addRight` and the reflection is `Equiv.subLeft`, both applied through `Equiv.tsum_eq`; the combined swap and reversal needs neither. For the shift and the reflection, `omega` verifies the identities between factorial arguments, using the parity conditions to handle the halves; for the combined swap and reversal, reordering a sum and simplifying signs is enough. In all three, `omega` checks the parity of the phase exponents and `ring` reorders the factors.

`threeJ_symmetries` composes these three results as in the derivation.

Two further theorems apply the definition. In `threeJ_zero_of_odd`, all projections are zero and the sum $l_1+l_2+l_3$ of the integer angular momenta is odd, so reversal makes the symbol equal to its own negative, and `linarith` concludes that it is zero. `threeJ_half_half_zero` evaluates the singlet case $j=(1/2,1/2,0)$, $m=(1/2,-1/2,0)$: only $t=0$ contributes, the sum is 1, and the symbol equals $\sqrt{1/2}$. Here $J=1$, so swapping the two spins gives $-\sqrt{1/2}$, the sign change of the singlet.
